# Parity mismatch limits the rank of a parity-preserving overlap map

Let $P$ and $Q$ be linear involutions on complex spaces $V$ and $W$ of equal finite dimension $n$, with $+1$ eigenspaces of dimensions $p$ and $q$. Every linear map $A:V\to W$ with $AP=QA$ has rank at most $n-|p-q|$, and some such map attains this value.

Take an inversion-symmetric, non-interacting band model at one inversion-invariant momentum. Here $V$ is the span of $n$ linearly independent trial orbitals (Bloch sums at that momentum), assumed closed under inversion, and $W$ is the span of the $n$ occupied states, assumed separated in energy from the empty ones. Inversion acts as $P$ on $V$ and as $Q$ on $W$, and $A$ sends each trial orbital to its projection in $W$. If $p\neq q$, the Wannier projection is singular there, and Löwdin orthonormalisation of the projected orbitals fails.

```lean
import Mathlib

open Module

namespace ParityOverlapRank

variable {V W : Type*} [AddCommGroup V] [Module ℂ V] [AddCommGroup W] [Module ℂ W]
```

## Inversion squares to one on the trial orbitals: `hP`

Applying inversion twice restores every orbital. The states with $Pv=v$ form `evenSector P`, and those with $Pv=-v$ form `oddSector P`.

```lean
/-- The even sector of a parity operator `P`: the states with `P v = v`. -/
def evenSector (P : V →ₗ[ℂ] V) : Submodule ℂ V where
  carrier := {v | P v = v}
  zero_mem' := map_zero P
  add_mem' := fun {a b} (ha : P a = a) (hb : P b = b) =>
    show P (a + b) = a + b by rw [map_add, ha, hb]
  smul_mem' := fun c a (ha : P a = a) =>
    show P (c • a) = c • a by rw [map_smul, ha]

/-- The odd sector of a parity operator `P`: the states with `P v = -v`. -/
def oddSector (P : V →ₗ[ℂ] V) : Submodule ℂ V where
  carrier := {v | P v = -v}
  zero_mem' := show P 0 = -0 by rw [map_zero, neg_zero]
  add_mem' := fun {a b} (ha : P a = -a) (hb : P b = -b) =>
    show P (a + b) = -(a + b) by rw [map_add, ha, hb]; abel
  smul_mem' := fun c a (ha : P a = -a) =>
    show P (c • a) = -(c • a) by rw [map_smul, ha, smul_neg]
```

By hand, write
$$v=\tfrac12(v+Pv)+\tfrac12(v-Pv).$$
Since $P^2=1$, the first part is even and the second odd. A vector in both sectors satisfies $v=-v$, so it vanishes. The Lean proof uses the same two parts, and `module` checks the vector identities.

```lean
/-- If `P` squares to the identity, every state splits uniquely into an even and an odd part. -/
theorem isCompl_sectors {P : V →ₗ[ℂ] V} (hP : ∀ v, P (P v) = v) :
    IsCompl (evenSector P) (oddSector P) := by
  constructor
  · rw [Submodule.disjoint_def]
    intro v h1 h2
    have h1' : P v = v := h1
    have h2' : P v = -v := h2
    have h : v = -v := h1'.symm.trans h2'
    linear_combination (norm := module) (1 / 2 : ℂ) • h
  · rw [codisjoint_iff, eq_top_iff]
    intro v _
    -- the two parts are the symmetrised and antisymmetrised states
    refine Submodule.mem_sup.2
      ⟨(1 / 2 : ℂ) • (v + P v), ?_, (1 / 2 : ℂ) • (v - P v), ?_, by module⟩
    · show P ((1 / 2 : ℂ) • (v + P v)) = (1 / 2 : ℂ) • (v + P v)
      rw [map_smul, map_add, hP]
      module
    · show P ((1 / 2 : ℂ) • (v - P v)) = -((1 / 2 : ℂ) • (v - P v))
      rw [map_smul, map_sub, hP]
      module
```

The conclusion is packaged as `IsCompl`, which says that two subspaces meet only in zero and together span the whole space. The later proofs rely on it: its spanning half splits the range of $A$, both halves together make the sector dimensions add to $n$, and `LinearMap.ofIsCompl` later builds a map from its values on the two sectors.

Without `hP` the splitting can fail: on $\mathbb C$, $P=2$ has neither an even nor an odd state except zero.

## The overlap respects parity: `hA`

The condition $AP=QA$ stands for an occupied-space projector that commutes with inversion. It is assumed here, not derived from a Hamiltonian.

If $Pv=v$, then $QAv=APv=Av$; if $Pv=-v$, then $QAv=-Av$. Each trial sector therefore lands in the occupied sector of the same parity. With $p'$ and $q'$ the dimensions of the odd sectors of $P$ and $Q$,
$$\operatorname{rank}A\le\min(p,q)+\min(p',q').$$
In the proof, `hr` splits the range, while `he` and `ho` are the two parity calculations. `finrank` is the dimension.

```lean
variable [FiniteDimensional ℂ V] [FiniteDimensional ℂ W]

/-- For an involution `P`, the rank of an overlap map with `A P = Q A` is at most the sum, over
the two parities, of the smaller of the trial and occupied sector dimensions. -/
theorem rank_le_sectors {P : V →ₗ[ℂ] V} {Q : W →ₗ[ℂ] W} {A : V →ₗ[ℂ] W}
    (hP : ∀ v, P (P v) = v) (hA : ∀ v, A (P v) = Q (A v)) :
    finrank ℂ (LinearMap.range A) ≤
      min (finrank ℂ (evenSector P)) (finrank ℂ (evenSector Q)) +
      min (finrank ℂ (oddSector P)) (finrank ℂ (oddSector Q)) := by
  have hr : LinearMap.range A = (evenSector P).map A ⊔ (oddSector P).map A := by
    rw [← Submodule.map_sup, (isCompl_sectors hP).sup_eq_top, Submodule.map_top]
  -- the overlap map preserves parity
  have he : (evenSector P).map A ≤ evenSector Q := by
    rintro _ ⟨v, hv, rfl⟩
    have hv' : P v = v := hv
    show Q (A v) = A v
    rw [← hA, hv']
  have ho : (oddSector P).map A ≤ oddSector Q := by
    rintro _ ⟨v, hv, rfl⟩
    have hv' : P v = -v := hv
    show Q (A v) = -(A v)
    rw [← hA, hv', map_neg]
  rw [hr]
  exact (Submodule.finrank_add_le_finrank_add_finrank _ _).trans (add_le_add
    (le_min (Submodule.finrank_map_le A _) (Submodule.finrank_mono he))
    (le_min (Submodule.finrank_map_le A _) (Submodule.finrank_mono ho)))
```

Without `hA` the bound fails: on $\mathbb C$, take $P=1$, $Q=-1$ and $A=1$. The rank is 1, but both minima are 0. This bound also needs `hP`: for $P=Q=2$ and $A=1$ on $\mathbb C$, the sectors are zero and the rank is 1.

## As many trial orbitals as occupied states: `hV` and `hW`

One trial orbital is supplied per occupied band. Then $p'=n-p$ and $q'=n-q$, so
$$\min(p,q)+\min(n-p,n-q)=n+\min(p,q)-\max(p,q)=n-|p-q|.$$
Lean states this in the integers, splits on the sign of $p-q$ with `abs_cases`, and leaves the arithmetic to `omega`.

```lean
/-- Let involutions `P` and `Q` act on trial and occupied spaces of equal dimension `n`, with even
sectors of dimensions `p` and `q`. Every overlap map with `A P = Q A` has rank at most
`n - |p - q|`. -/
theorem rank_le_sub_parity_mismatch {P : V →ₗ[ℂ] V} {Q : W →ₗ[ℂ] W} {A : V →ₗ[ℂ] W} {n : ℕ}
    (hV : finrank ℂ V = n) (hW : finrank ℂ W = n)
    (hP : ∀ v, P (P v) = v) (hQ : ∀ w, Q (Q w) = w) (hA : ∀ v, A (P v) = Q (A v)) :
    (finrank ℂ (LinearMap.range A) : ℤ) ≤
      n - |(finrank ℂ (evenSector P) : ℤ) - finrank ℂ (evenSector Q)| := by
  have h := rank_le_sectors hP hA
  have h1 := Submodule.finrank_add_eq_of_isCompl (isCompl_sectors hP)
  have h2 := Submodule.finrank_add_eq_of_isCompl (isCompl_sectors hQ)
  rcases abs_cases ((finrank ℂ (evenSector P) : ℤ) - finrank ℂ (evenSector Q)) with
    ⟨h3, _⟩ | ⟨h3, _⟩ <;> rw [h3] <;> omega
```

Rank–nullity, $\operatorname{rank}A+\dim\ker A=n$, then gives at least $|p-q|$ independent trial combinations with zero overlap.

```lean
/-- For involutions `P` and `Q` on spaces of equal dimension, an overlap map with `A P = Q A`
annihilates a space of trial orbitals of dimension at least `|p - q|`, where `p` and `q` are the
dimensions of the even sectors. -/
theorem parity_mismatch_le_kernel {P : V →ₗ[ℂ] V} {Q : W →ₗ[ℂ] W} {A : V →ₗ[ℂ] W}
    (hVW : finrank ℂ V = finrank ℂ W)
    (hP : ∀ v, P (P v) = v) (hQ : ∀ w, Q (Q w) = w) (hA : ∀ v, A (P v) = Q (A v)) :
    |(finrank ℂ (evenSector P) : ℤ) - finrank ℂ (evenSector Q)| ≤
      finrank ℂ (LinearMap.ker A) := by
  have h := rank_le_sub_parity_mismatch hVW rfl hP hQ hA
  have hk := LinearMap.finrank_range_add_finrank_ker A
  omega
```

With unequal dimensions this fails: for $V=\mathbb C$, $W=\mathbb C^2$, $P=1$, $Q=1$ and $A$ injective, $|p-q|=1$ but the kernel is zero.

## Inversion squares to one on the occupied states: `hQ`

Above, `hQ` supplied $q+q'=n$. The upper bound would follow from $q+q'\le n$ alone, which holds for every linear $Q$ because the two sectors meet only in zero. Attaining the bound is where `hQ` matters. Between any two spaces there is a map whose rank is the smaller dimension: match basis vectors, and send any left over to zero.

```lean
/-- Between two finite-dimensional spaces there is a linear map whose rank is the smaller of the
two dimensions. -/
theorem exists_rank_eq_min (V W : Type*) [AddCommGroup V] [Module ℂ V] [AddCommGroup W]
    [Module ℂ W] [FiniteDimensional ℂ V] [FiniteDimensional ℂ W] :
    ∃ f : V →ₗ[ℂ] W, finrank ℂ (LinearMap.range f) = min (finrank ℂ V) (finrank ℂ W) := by
  let b := finBasis ℂ V
  let c := finBasis ℂ W
  rcases le_total (finrank ℂ V) (finrank ℂ W) with h | h
  · -- send the basis of `V` to distinct basis vectors of `W`
    refine ⟨b.constr ℂ (fun i => c (Fin.castLE h i)), ?_⟩
    have hli : LinearIndependent ℂ (fun i => c (Fin.castLE h i)) :=
      c.linearIndependent.comp _ (Fin.castLE_injective h)
    rw [Basis.constr_range, finrank_span_eq_card hli, Fintype.card_fin, min_eq_left h]
  · -- cover the basis of `W` and send the remaining vectors to zero
    refine ⟨b.constr ℂ (fun i => if hi : i.1 < finrank ℂ W then c ⟨i.1, hi⟩ else 0), ?_⟩
    have key : ∀ S : Submodule ℂ W, S = ⊤ → finrank ℂ S = finrank ℂ W := by
      intro S hS
      rw [hS, finrank_top]
    rw [min_eq_right h]
    refine key _ ?_
    rw [eq_top_iff, ← c.span_eq, Submodule.span_le]
    rintro _ ⟨j, rfl⟩
    refine ⟨b (Fin.castLE h j), ?_⟩
    rw [Basis.constr_basis]
    exact dif_pos j.2
```

Choose such maps $f$ between the even sectors and $g$ between the odd ones, and set $A(a+b)=f(a)+g(b)$ for $a$ even and $b$ odd. Then $AP=QA$. The images lie in complementary sectors of $W$, so their dimensions add to $\min(p,q)+\min(p',q')=n-|p-q|$. In Lean, `hdis` records that the images meet only in zero.

```lean
/-- The rank bound is optimal: for any involutions `P` and `Q` on spaces of equal dimension `n`,
some overlap map with `A P = Q A` has rank exactly `n - |p - q|`, where `p` and `q` are the
dimensions of the even sectors. -/
theorem exists_overlap_of_maximal_rank {P : V →ₗ[ℂ] V} {Q : W →ₗ[ℂ] W} {n : ℕ}
    (hV : finrank ℂ V = n) (hW : finrank ℂ W = n)
    (hP : ∀ v, P (P v) = v) (hQ : ∀ w, Q (Q w) = w) :
    ∃ A : V →ₗ[ℂ] W, (∀ v, A (P v) = Q (A v)) ∧
      (finrank ℂ (LinearMap.range A) : ℤ) =
        n - |(finrank ℂ (evenSector P) : ℤ) - finrank ℂ (evenSector Q)| := by
  obtain ⟨f, hf⟩ := exists_rank_eq_min (evenSector P) (evenSector Q)
  obtain ⟨g, hg⟩ := exists_rank_eq_min (oddSector P) (oddSector Q)
  have hc := isCompl_sectors hP
  -- glue the two sector maps
  obtain ⟨A, hAe, hAo⟩ : ∃ A : V →ₗ[ℂ] W,
      (∀ u : evenSector P, A (u : V) = (f u : W)) ∧
      (∀ u : oddSector P, A (u : V) = (g u : W)) :=
    ⟨LinearMap.ofIsCompl hc ((evenSector Q).subtype ∘ₗ f) ((oddSector Q).subtype ∘ₗ g),
      fun u => LinearMap.ofIsCompl_apply_left hc u,
      fun u => LinearMap.ofIsCompl_apply_right hc u⟩
  have hA : ∀ v, A (P v) = Q (A v) := by
    intro v
    have hv : v ∈ evenSector P ⊔ oddSector P := by
      rw [hc.sup_eq_top]
      exact Submodule.mem_top
    obtain ⟨a, ha, b, hb, rfl⟩ := Submodule.mem_sup.1 hv
    have h1 : P a = a := ha
    have h2 : P b = -b := hb
    have h3 : A a = (f ⟨a, ha⟩ : W) := hAe ⟨a, ha⟩
    have h4 : A b = (g ⟨b, hb⟩ : W) := hAo ⟨b, hb⟩
    have h5 : Q (f ⟨a, ha⟩ : W) = (f ⟨a, ha⟩ : W) := (f ⟨a, ha⟩).2
    have h6 : Q (g ⟨b, hb⟩ : W) = -(g ⟨b, hb⟩ : W) := (g ⟨b, hb⟩).2
    simp only [map_add, map_neg, h1, h2, h3, h4, h5, h6]
  refine ⟨A, hA, le_antisymm (rank_le_sub_parity_mismatch hV hW hP hQ hA) ?_⟩
  -- the images of the two sectors are independent, so their dimensions add
  have hle : (LinearMap.range f).map (evenSector Q).subtype ⊔
      (LinearMap.range g).map (oddSector Q).subtype ≤ LinearMap.range A := by
    refine sup_le ?_ ?_
    · rintro _ ⟨_, ⟨u, rfl⟩, rfl⟩
      exact ⟨u, hAe u⟩
    · rintro _ ⟨_, ⟨u, rfl⟩, rfl⟩
      exact ⟨u, hAo u⟩
  have hdis := ((isCompl_sectors hQ).disjoint.mono
    (Submodule.map_subtype_le _ (LinearMap.range f))
    (Submodule.map_subtype_le _ (LinearMap.range g))).eq_bot
  have hs := Submodule.finrank_sup_add_finrank_inf_eq
    ((LinearMap.range f).map (evenSector Q).subtype)
    ((LinearMap.range g).map (oddSector Q).subtype)
  rw [hdis, finrank_bot, add_zero, Submodule.finrank_map_subtype_eq,
    Submodule.finrank_map_subtype_eq, hf, hg] at hs
  have hm := Submodule.finrank_mono hle
  have h1 := Submodule.finrank_add_eq_of_isCompl hc
  have h2 := Submodule.finrank_add_eq_of_isCompl (isCompl_sectors hQ)
  rcases abs_cases ((finrank ℂ (evenSector P) : ℤ) - finrank ℂ (evenSector Q)) with
    ⟨h3, _⟩ | ⟨h3, _⟩ <;> rw [h3] <;> omega
```

Without `hQ` attainment can fail: on $\mathbb C$, $P=-1$ and $Q=2$ give $p=q=0$ and the value 1, yet $-A=2A$ forces $A=0$. Attainment is a statement about some map; matching parities do not make a given overlap nonsingular, since $A=0$ always satisfies `hA`.

## Two exchanged orbitals

Exchanging two orbitals has one even and one odd combination, matching one even and one odd occupied state.

```lean
/-- The parity operator that exchanges two trial orbitals, `(x, y) ↦ (y, x)`. -/
def exchange : ℂ × ℂ →ₗ[ℂ] ℂ × ℂ := (LinearMap.snd ℂ ℂ ℂ).prod (LinearMap.fst ℂ ℂ ℂ)

/-- The parity operator on one even and one odd occupied state, `(x, y) ↦ (x, -y)`. -/
def signFlip : ℂ × ℂ →ₗ[ℂ] ℂ × ℂ := (LinearMap.fst ℂ ℂ ℂ).prod (-LinearMap.snd ℂ ℂ ℂ)
```

The overlap map below is unnormalised: divided by $\sqrt2$, it is unitary. The factor changes neither the rank nor the intertwining relation.

```lean
/-- The overlap map onto sum and difference combinations, `(x, y) ↦ (x + y, x - y)`. -/
def sumDifference : ℂ × ℂ →ₗ[ℂ] ℂ × ℂ :=
  (LinearMap.fst ℂ ℂ ℂ + LinearMap.snd ℂ ℂ ℂ).prod (LinearMap.fst ℂ ℂ ℂ - LinearMap.snd ℂ ℂ ℂ)
```

The last theorem checks both involutions and the intertwining relation by components. Here $p=q=1$, and the map is visibly invertible, with rank 2.

```lean
/-- The exchange of two orbitals and the sign flip are involutions, and the sum and difference
overlap map intertwines them. -/
theorem overlap_witness :
    (∀ v, exchange (exchange v) = v) ∧ (∀ w, signFlip (signFlip w) = w) ∧
      ∀ v, sumDifference (exchange v) = signFlip (sumDifference v) := by
  refine ⟨fun v => rfl, fun w => Prod.ext rfl (neg_neg w.2), fun v => Prod.ext ?_ ?_⟩
  · show v.2 + v.1 = v.1 + v.2
    ring
  · show v.2 - v.1 = -(v.1 - v.2)
    ring

end ParityOverlapRank
```

```lean
#print axioms ParityOverlapRank.rank_le_sub_parity_mismatch
#print axioms ParityOverlapRank.parity_mismatch_le_kernel
#print axioms ParityOverlapRank.exists_overlap_of_maximal_rank
```

```
'ParityOverlapRank.rank_le_sub_parity_mismatch' depends on axioms: [propext, Classical.choice, Quot.sound]
'ParityOverlapRank.parity_mismatch_le_kernel' depends on axioms: [propext, Classical.choice, Quot.sound]
'ParityOverlapRank.exists_overlap_of_maximal_rank' depends on axioms: [propext, Classical.choice, Quot.sound]
```
